# The superexchange identity: a hop to another site and back, written in densities and spins

The hop of an electron to another site, followed by the hop of an electron back, is described here by creators and annihilators in an arbitrary complex star-algebra, with only their anticommutation relations assumed and no Fock space chosen. The question is what this round trip does to the spins of the two sites.

```lean
import Mathlib

open Complex

namespace FermionicSuperexchange

/-- The canonical anticommutation relations for a family of annihilators `c p`, whose creators
are `star (c p)`. -/
structure CAR {ι A : Type*} [DecidableEq ι] [Ring A] [StarRing A] (c : ι → A) : Prop where
  anti : ∀ p q, c p * c q + c q * c p = 0
  mixed : ∀ p q, c p * star (c q) + star (c q) * c p = if p = q then 1 else 0

section Operators

variable {L A : Type*} [Ring A] [StarRing A]

/-- The hopping operator `∑ s, c*_(i,s) c_(j,s)`, which moves an electron from site `j` to
site `i` and keeps its spin. Spin `0` is up and spin `1` is down. -/
def hop (c : L × Fin 2 → A) (i j : L) : A := ∑ s, star (c (i, s)) * c (j, s)

/-- The number of electrons on site `i`, summed over both spins. -/
def number (c : L × Fin 2 → A) (i : L) : A := ∑ s, star (c (i, s)) * c (i, s)

/-- The three Pauli matrices, in the order x, y, z. -/
def pauli : Fin 3 → Matrix (Fin 2) (Fin 2) ℂ :=
  ![!![0, 1; 1, 0], !![0, -I; I, 0], !![1, 0; 0, -1]]

variable [Algebra ℂ A]

/-- The component `a` of the electron spin on site `i`, in units of ħ. -/
noncomputable def spin (c : L × Fin 2 → A) (a : Fin 3) (i : L) : A :=
  (1 / 2 : ℂ) • ∑ s, ∑ r, pauli a s r • (star (c (i, s)) * c (i, r))

/-- The scalar product `S_i · S_j` of the spins on two sites. -/
noncomputable def spinDot (c : L × Fin 2 → A) (i j : L) : A :=
  ∑ a, spin c a i * spin c a j

/-- The x, y and z components of the spin on a site, written out in creators and
annihilators. -/
theorem spin_components (c : L × Fin 2 → A) (i : L) :
    spin c 0 i = (1 / 2 : ℂ) • (star (c (i, 0)) * c (i, 1) + star (c (i, 1)) * c (i, 0)) ∧
    spin c 1 i = (I / 2) • (star (c (i, 1)) * c (i, 0) - star (c (i, 0)) * c (i, 1)) ∧
    spin c 2 i = (1 / 2 : ℂ) • (star (c (i, 0)) * c (i, 0) - star (c (i, 1)) * c (i, 1)) := by
  have x : pauli 0 0 0 = 0 ∧ pauli 0 0 1 = 1 ∧ pauli 0 1 0 = 1 ∧ pauli 0 1 1 = 0 := by
    simp [pauli]
  have y : pauli 1 0 0 = 0 ∧ pauli 1 0 1 = -I ∧ pauli 1 1 0 = I ∧ pauli 1 1 1 = 0 := by
    simp [pauli]
  have z : pauli 2 0 0 = 1 ∧ pauli 2 0 1 = 0 ∧ pauli 2 1 0 = 0 ∧ pauli 2 1 1 = -1 := by
    simp [pauli]
  refine ⟨?_, ?_, ?_⟩
  · simp only [spin, Fin.sum_univ_two, x.1, x.2.1, x.2.2.1, x.2.2.2]
    module
  · simp only [spin, Fin.sum_univ_two, y.1, y.2.1, y.2.2.1, y.2.2.2]
    module
  · simp only [spin, Fin.sum_univ_two, z.1, z.2.1, z.2.2.1, z.2.2.2]
    module

/-- The sum over `s` and `r` of `c*_(i,s) c_(i,r) c*_(j,r) c_(j,s)` equals
`n_i n_j / 2 + 2 S_i · S_j`. -/
theorem spin_exchange (c : L × Fin 2 → A) (i j : L) :
    ∑ s, ∑ r, star (c (i, s)) * c (i, r) * (star (c (j, r)) * c (j, s)) =
      (1 / 2 : ℂ) • (number c i * number c j) + (2 : ℂ) • spinDot c i j := by
  obtain ⟨xi, yi, zi⟩ := spin_components c i
  obtain ⟨xj, yj, zj⟩ := spin_components c j
  have hI : I / 2 * (I / 2) = -(1 / 4 : ℂ) := by
    linear_combination (1 / 4 : ℂ) * I_mul_I
  simp only [spinDot, number, Fin.sum_univ_three, Fin.sum_univ_two, xi, yi, zi, xj, yj, zj,
    smul_mul_smul_comm, hI]
  simp only [mul_add, add_mul, mul_sub, sub_mul]
  module

variable [DecidableEq L]

/-- The superexchange identity: under the canonical anticommutation relations and for two different
sites, a hop from `i` to `j` followed by a hop back equals `n_i - n_i n_j / 2 - 2 S_i · S_j`. -/
theorem superexchange {c : L × Fin 2 → A} (h : CAR c) {i j : L} (hij : i ≠ j) :
    hop c i j * hop c j i =
      number c i - (1 / 2 : ℂ) • (number c i * number c j) - (2 : ℂ) • spinDot c i j := by
  -- reorder each term so that the operators of one site stand together
  have key : ∀ s r, star (c (i, s)) * c (j, s) * (star (c (j, r)) * c (i, r)) =
      star (c (i, s)) * (if s = r then 1 else 0) * c (i, r) -
        star (c (i, s)) * c (i, r) * (star (c (j, r)) * c (j, s)) := by
    intro s r
    have h1 : c (j, s) * star (c (j, r)) + star (c (j, r)) * c (j, s) =
        if s = r then 1 else 0 := by
      rw [h.mixed]
      by_cases e : s = r <;> simp [e]
    have h2 : c (i, r) * star (c (j, r)) + star (c (j, r)) * c (i, r) = 0 :=
      (h.mixed _ _).trans (if_neg fun e => hij (congrArg Prod.fst e))
    have h3 := h.anti (i, r) (j, s)
    rw [← h1]
    linear_combination (norm := noncomm_ring)
      star (c (i, s)) * h2 * c (j, s) - star (c (i, s)) * star (c (j, r)) * h3
  have step : hop c i j * hop c j i = number c i -
      ∑ s, ∑ r, star (c (i, s)) * c (i, r) * (star (c (j, r)) * c (j, s)) := by
    simp only [hop, number, Finset.sum_mul_sum, key, Finset.sum_sub_distrib]
    congr 1
    simp [Fin.sum_univ_two]
  rw [step, spin_exchange, sub_add_eq_sub_sub]

/-- Under the canonical anticommutation relations, any two spin components on different sites
commute. -/
theorem spin_commute {c : L × Fin 2 → A} (h : CAR c) {i j : L} (hij : i ≠ j) (a b : Fin 3) :
    Commute (spin c a i) (spin c b j) := by
  refine Commute.smul_left (Commute.smul_right ?_ _) _
  refine Commute.sum_left _ _ _ fun s _ => Commute.sum_left _ _ _ fun r _ =>
    Commute.smul_left ?_ _
  refine Commute.sum_right _ _ _ fun t _ => Commute.sum_right _ _ _ fun u _ =>
    Commute.smul_right ?_ _
  -- four anticommutations carry one pair of operators past the other
  have h11 := congrArg star (h.anti (j, t) (i, s))
  simp only [star_add, star_mul, star_zero] at h11
  have h12 : c (j, u) * star (c (i, s)) + star (c (i, s)) * c (j, u) = 0 :=
    (h.mixed _ _).trans (if_neg fun e => hij (congrArg Prod.fst e).symm)
  have h21 : c (i, r) * star (c (j, t)) + star (c (j, t)) * c (i, r) = 0 :=
    (h.mixed _ _).trans (if_neg fun e => hij (congrArg Prod.fst e))
  have h22 := h.anti (i, r) (j, u)
  change star (c (i, s)) * c (i, r) * (star (c (j, t)) * c (j, u)) =
    star (c (j, t)) * c (j, u) * (star (c (i, s)) * c (i, r))
  linear_combination (norm := noncomm_ring)
    star (c (i, s)) * h21 * c (j, u) - star (c (i, s)) * star (c (j, t)) * h22 +
      h11 * c (j, u) * c (i, r) - star (c (j, t)) * h12 * c (i, r)

/-- Under the canonical anticommutation relations, and on a state with one electron on each of two
different sites, the two round-trip hopping processes together act as `1 - 4 S_i · S_j`. -/
theorem heisenberg_form {V : Type*} [AddCommGroup V] [Module ℂ V] [Module A V]
    [IsScalarTower ℂ A V] {c : L × Fin 2 → A} (h : CAR c) {i j : L} (hij : i ≠ j) (ψ : V)
    (hi : number c i • ψ = ψ) (hj : number c j • ψ = ψ) :
    (hop c i j * hop c j i + hop c j i * hop c i j) • ψ =
      ψ - (4 : ℂ) • (spinDot c i j • ψ) := by
  have symm : spinDot c j i = spinDot c i j :=
    Finset.sum_congr rfl fun a _ => (spin_commute h hij a a).eq.symm
  rw [superexchange h hij, superexchange h hij.symm, symm]
  simp only [add_smul, sub_smul, smul_assoc, mul_smul, hi, hj]
  generalize spinDot c i j • ψ = φ
  module

end Operators

/-- Two-by-two matrices with entries in `R`. -/
abbrev M2 (R : Type*) := Matrix (Fin 2) (Fin 2) R

/-- The Jordan–Wigner step: one new mode is added, and the old modes receive a sign that depends
on its occupation. -/
def addMode {R : Type*} [Ring R] {k : ℕ} (a : Fin k → R) : Fin (k + 1) → M2 R :=
  Fin.cons (α := fun _ => M2 R) !![0, 1; 0, 0] (fun m => !![a m, 0; 0, -a m])

/-- The Jordan–Wigner step preserves the canonical anticommutation relations. -/
theorem addMode_car {R : Type*} [Ring R] [StarRing R] {k : ℕ} {a : Fin k → R} (h : CAR a) :
    CAR (addMode a) := by
  -- the adjoint of an explicit two-by-two matrix
  have hs : ∀ x y z w : R, star !![x, y; z, w] = !![star x, star z; star y, star w] := by
    intro x y z w
    ext i j
    fin_cases i <;> fin_cases j <;> simp [Matrix.star_apply]
  constructor
  · intro p q
    cases p using Fin.cases with
    | zero =>
      cases q using Fin.cases with
      | zero =>
        ext i j
        fin_cases i <;> fin_cases j <;> simp [addMode]
      | succ q =>
        ext i j
        fin_cases i <;> fin_cases j <;> simp [addMode]
    | succ p =>
      cases q using Fin.cases with
      | zero =>
        ext i j
        fin_cases i <;> fin_cases j <;> simp [addMode]
      | succ q =>
        ext i j
        fin_cases i <;> fin_cases j <;> simp [addMode, h.anti p q]
  · intro p q
    cases p using Fin.cases with
    | zero =>
      cases q using Fin.cases with
      | zero =>
        rw [if_pos rfl]
        ext i j
        fin_cases i <;> fin_cases j <;>
          simp [addMode, Matrix.mul_apply, hs, Fin.sum_univ_two]
      | succ q =>
        rw [if_neg (Fin.succ_ne_zero q).symm]
        ext i j
        fin_cases i <;> fin_cases j <;>
          simp [addMode, Matrix.mul_apply, hs, Fin.sum_univ_two]
    | succ p =>
      cases q using Fin.cases with
      | zero =>
        rw [if_neg (Fin.succ_ne_zero p)]
        ext i j
        fin_cases i <;> fin_cases j <;>
          simp [addMode, Matrix.mul_apply, hs, Fin.sum_univ_two]
      | succ q =>
        have hm := h.mixed p q
        by_cases e : p = q
        · subst e
          rw [if_pos rfl] at hm ⊢
          ext i j
          fin_cases i <;> fin_cases j <;>
            simp [addMode, Matrix.mul_apply, hs, Fin.sum_univ_two, hm]
        · rw [if_neg e] at hm
          rw [if_neg fun e' => e (Fin.succ_injective _ e')]
          ext i j
          fin_cases i <;> fin_cases j <;>
            simp [addMode, Matrix.mul_apply, hs, Fin.sum_univ_two, hm]

/-- Four fermionic modes as nested complex matrices, built by four Jordan–Wigner steps. -/
def fourModes : Fin 4 → M2 (M2 (M2 (M2 ℂ))) :=
  addMode (addMode (addMode (addMode (Fin.elim0 : Fin 0 → ℂ))))

/-- The four Jordan–Wigner modes, labelled by two sites and two spins, satisfy the canonical
anticommutation relations. -/
theorem car_witness : CAR (fun x : Fin 2 × Fin 2 => fourModes (finProdFinEquiv x)) := by
  have h0 : CAR (Fin.elim0 : Fin 0 → ℂ) := ⟨fun p => p.elim0, fun p => p.elim0⟩
  have h : CAR fourModes := addMode_car (addMode_car (addMode_car (addMode_car h0)))
  exact ⟨fun x y => h.anti _ _, fun x y =>
    (h.mixed _ _).trans (if_congr finProdFinEquiv.injective.eq_iff rfl rfl)⟩

end FermionicSuperexchange
```

```lean
#print axioms FermionicSuperexchange.superexchange
#print axioms FermionicSuperexchange.heisenberg_form
```

```
'FermionicSuperexchange.superexchange' depends on axioms: [propext, Classical.choice, Quot.sound]
'FermionicSuperexchange.heisenberg_form' depends on axioms: [propext, Classical.choice, Quot.sound]
```

## Electrons, hops and spins as algebra elements

Each site carries one orbital with two spin states. The annihilator of an electron on site $i$ with spin $s$ is `c (i, s)`, where $s=0$ is up and $s=1$ is down. Its creator is `star (c (i, s))`, written $c^\ast_{i,s}$ below. The type `L` of sites may be finite or infinite and has no geometry.

The hypothesis `CAR c` stands for Fermi statistics:

$$c_p c_q + c_q c_p = 0,\qquad c_p c_q^\ast + c_q^\ast c_p = \delta_{pq},$$

where $p$ and $q$ are pairs of site and spin. The corresponding relation for two creators follows by applying the star to the first equation.

The hopping operator `hop c i j` is

$$K_{ij}=\sum_s c^\ast_{i,s}c_{j,s}.$$

It moves an electron from $j$ to $i$, so the first index is the destination. In a product the rightmost factor acts first, and $K_{ij}K_{ji}$ therefore takes an electron from $i$ to $j$ and then brings one back. `number c i` is the total occupation $n_i$ of site $i$. The spin components are built from the Pauli matrices in units of $\hbar$, with `a = 0, 1, 2` for $x,y,z$, and `spinDot c i j` is $\mathbf S_i\cdot\mathbf S_j$.

The theorem `superexchange` says that for $i\neq j$

$$K_{ij}K_{ji}=n_i-\tfrac12 n_i n_j-2\,\mathbf S_i\cdot\mathbf S_j .$$

This is an equation between operators, valid for every occupation of the two sites.

## Reordering the round trip

Written out, the product is

$$K_{ij}K_{ji}=\sum_{s,r}c^\ast_{i,s}\,c_{j,s}\,c^\ast_{j,r}\,c_{i,r}.$$

The aim is to bring the operators of each site together. The two middle operators belong to the same site, so $c_{j,s}c^\ast_{j,r}=\delta_{sr}-c^\ast_{j,r}c_{j,s}$, and each term becomes

$$\delta_{sr}\,c^\ast_{i,s}c_{i,r}-c^\ast_{i,s}c^\ast_{j,r}c_{j,s}c_{i,r}.$$

In the second part, $c_{i,r}$ moves left past $c_{j,s}$ and then past $c^\ast_{j,r}$. Since $i\neq j$, each step gives only a minus sign, and the two signs cancel:

$$c^\ast_{i,s}c^\ast_{j,r}c_{j,s}c_{i,r}=c^\ast_{i,s}c_{i,r}\,c^\ast_{j,r}c_{j,s}.$$

Summing over the spins gives

$$K_{ij}K_{ji}=n_i-\sum_{s,r}c^\ast_{i,s}c_{i,r}\,c^\ast_{j,r}c_{j,s}.$$

In the proof of `superexchange`, `key` is the reordering of one term and `step` is the summed equation.

## The exchange sum in terms of spins

Let $E^i_{sr}=c^\ast_{i,s}c_{i,r}$, and let $\mathrm i$ denote the imaginary unit, as distinct from the site $i$. The theorem `spin_components` inserts the Pauli matrices and finds

$$S^x_i=\tfrac12(E^i_{01}+E^i_{10}),\quad S^y_i=\tfrac{\mathrm i}{2}(E^i_{10}-E^i_{01}),\quad S^z_i=\tfrac12(E^i_{00}-E^i_{11}).$$

In the sum of the $x$ and $y$ products, the terms that raise or lower both spins cancel:

$$S^x_iS^x_j+S^y_iS^y_j=\tfrac12\left(E^i_{01}E^j_{10}+E^i_{10}E^j_{01}\right).$$

With $n_i=E^i_{00}+E^i_{11}$, the diagonal parts combine to

$$\tfrac12 n_in_j+2S^z_iS^z_j=E^i_{00}E^j_{00}+E^i_{11}E^j_{11}.$$

Adding twice the first line to the second gives

$$\tfrac12 n_in_j+2\,\mathbf S_i\cdot\mathbf S_j=\sum_{s,r}E^i_{sr}E^j_{rs},$$

which is the sum left over from the reordering. This is `spin_exchange`. It uses no anticommutation relation, only the definitions and $\mathrm i^2=-1$, so it also holds for $i=j$. In Lean, the products are expanded with their order kept, and `module` compares the complex coefficients.

## One electron on each site

The reverse process, from $j$ to $i$ and back, gives the same formula with the sites exchanged. To add the two, one needs $\mathbf S_j\cdot\mathbf S_i=\mathbf S_i\cdot\mathbf S_j$. The theorem `spin_commute` supplies this: carrying a pair $c^\ast_{j,t}c_{j,u}$ past a pair $c^\ast_{i,s}c_{i,r}$ takes four anticommutations, and the four minus signs multiply to one. Hence

$$K_{ij}K_{ji}+K_{ji}K_{ij}=n_i+n_j-\tfrac12(n_in_j+n_jn_i)-4\,\mathbf S_i\cdot\mathbf S_j.$$

Now let $\psi$ satisfy $n_i\psi=\psi$ and $n_j\psi=\psi$, which means one electron on each site. The density terms give $1+1-\tfrac12(1+1)=1$, and so

$$(K_{ij}K_{ji}+K_{ji}K_{ij})\psi=\psi-4\,(\mathbf S_i\cdot\mathbf S_j)\psi .$$

This is `heisenberg_form`. The vector $\psi$ lies in any complex vector space `V` on which the algebra acts compatibly with its complex scalars. No inner product or normalisation is needed.

The formula has a direct reading. In a triplet, $\mathbf S_i\cdot\mathbf S_j=\tfrac14$ and the right-hand side vanishes, because by the Pauli principle two electrons in one orbital form a singlet, and hopping conserves the total spin. In a singlet, $\mathbf S_i\cdot\mathbf S_j=-\tfrac34$ and the factor is $4$.

## From the identity to an exchange constant

The step to an exchange constant is perturbation theory, which the theorems leave out. For a half-filled Hubbard pair with hopping amplitude $t$ and on-site repulsion $U\gg|t|$, the second-order energy operator on the states with one electron on each site is $-t^2/U$ times the sum of the two round trips. Inserting the identity gives the antiferromagnetic coupling $\frac{4t^2}{U}(\mathbf S_i\cdot\mathbf S_j-\tfrac14)$. The theorems contain neither $t$ nor $U$; they supply the operator algebra in this estimate.

The result thus bears on Heisenberg models of Mott insulators, within the restriction to one orbital per site and spin-conserving hopping. The word "superexchange" often refers to exchange through an intermediate ligand. Here the two sites are connected directly, and no ligand is modelled.

## Anticommutators as coefficients in a noncommutative proof

The reordering is carried out by `linear_combination (norm := noncomm_ring)`. The tactic `linear_combination` proves an equation by exhibiting it as a combination of known ones. It normally checks the remaining identity with a tactic for commutative rings, which does not apply to fermion operators; the option `norm := noncomm_ring` replaces that check by one that respects the order of factors.

Known equations can then be multiplied from the left and from the right. In `key`, `h2` is the relation $c_{i,r}c^\ast_{j,r}+c^\ast_{j,r}c_{i,r}=0$, and `h3` is $c_{i,r}c_{j,s}+c_{j,s}c_{i,r}=0$. The combination given to Lean is

$$c^\ast_{i,s}\,(\texttt{h2})\,c_{j,s}-c^\ast_{i,s}c^\ast_{j,r}\,(\texttt{h3}).$$

On expansion, the terms $c^\ast_{i,s}c^\ast_{j,r}c_{i,r}c_{j,s}$ cancel, and what remains is the difference between the two orderings found above. The factors around each relation show where in the product the exchange takes place. `spin_commute` uses the same device with four relations.

## Four modes that satisfy the relations

The theorem `car_witness` gives a concrete system of two sites with two spins each. It starts from no modes over $\mathbb C$ and applies `addMode` four times. Each application adds the annihilator $\begin{pmatrix}0&1\\0&0\end{pmatrix}$ and replaces every earlier mode $a$ by $\begin{pmatrix}a&0\\0&-a\end{pmatrix}$. The sign makes old and new modes anticommute, as in the Jordan–Wigner construction. `addMode_car` verifies the relations entry by entry, separating the new mode from the old ones. The result consists of nested two-by-two matrices, equivalent to $16\times16$ complex matrices, the size of the Fock space of four modes.
